# A nonzero constant offset drives the apparent exponent of a power-law attraction to zero at large separation

Two parallel wires or sheets attract each other by dispersion forces, and the exponent of the decay carries information about how their electrons respond. To find it, one computes the binding energy at several separations and reads the slope of a log-log plot. The binding energy is a difference of large total energies, however, and if the fragments are treated slightly differently from the pair, a small constant can remain when the attraction itself has died away. What does that constant do to the exponent?

## The apparent exponent in closed form

Let $D>0$ be the separation, $C>0$ the strength of the attraction, $p>0$ its true exponent and $e$ the constant error in the energy zero:

$$E(D) = -\frac{C}{D^p} + e .$$

The apparent exponent is the negative local slope of $\ln|E|$ against $\ln D$,

$$n(D) = -\frac{D\,E'(D)}{E(D)} .$$

The offset drops out of the derivative, $E'(D) = pC/D^{p+1}$, but stays in the energy, $E(D) = -(C-eD^p)/D^p$. Where $E(D)\neq 0$, therefore,

$$n(D) = \frac{pC}{C-eD^p}, \qquad\text{or}\qquad n(D)\,(C-eD^p)=pC .$$

For $e=0$ this gives $n(D)=p$. For $e\ne0$ there are four consequences.

**Large separation.** Dividing numerator and denominator by $D^p$ gives

$$n(D)=\frac{pC\,D^{-p}}{C\,D^{-p}-e}\longrightarrow\frac{0}{-e}=0 ,$$

for either sign of $e$.

**The zero of the energy.** If $e>0$, the energy vanishes at $R=(C/e)^{1/p}$, where $eR^p=C$. Since $D^p$ is increasing, $C-eD^p$ tends to zero through positive values as $D$ increases to $R$, and $n(D)\to+\infty$. As $D$ decreases to $R$ it tends to zero through negative values, and $n(D)\to-\infty$.

**False exponents.** Solving $n\,(C-eD^p)=pC$ for a prescribed $n>0$ gives

$$D^p=\frac{C(n-p)}{n\,e},$$

which is positive exactly when $e$ and $n-p$ have the same sign. A positive offset thus produces every exponent above $p$ somewhere, and a negative one every exponent between $0$ and $p$. A smaller offset only moves the place outwards.

**A safe range.** Subtracting $p$ from the closed form gives

$$n(D)-p=\frac{p\,eD^p}{C-eD^p}.$$

If $|e|D^p\le\eta C$ with $\eta<1$, the numerator is at most $p\eta C$ in size and the denominator at least $(1-\eta)C$, so $|n(D)-p|\le p\eta/(1-\eta)$. For $p=6$, an offset of at most one per cent of the attraction shifts the exponent by at most $0.061$.

For long-range binding curves from electronic-structure calculations, this suggests comparing the likely offset with the attraction at the largest separation used, as far as the curve is a single power law plus a constant. Subleading powers and errors that vary with $D$ are left out of the model, and $n(D)$ is a local slope, not the result of a regression over a range.

## The energy curve and its slope in Lean

```lean
import Mathlib

open Filter Topology Set

namespace OffsetPowerLaw

noncomputable section
```

All quantities are real numbers, understood as values in fixed units, and the power is the real power, so $p$ need not be an integer.

```lean
/-- Power-law energy `-C / D ^ p` with a constant error `e` in the energy zero, for separations
`D > 0`; it is attractive if `C, p > 0`. -/
def offsetEnergy (C p e D : ℝ) : ℝ := -C / D ^ p + e
```

The definition allows any real `C`, `p` and `e`; each theorem states the signs it needs.

```lean
/-- Apparent exponent `-D E'(D) / E(D)` of an energy curve, the negative slope of `ln |E|` against
`ln D`; it is meaningful at `D > 0` where `E` is differentiable and `E D ≠ 0`. -/
def apparentExponent (E : ℝ → ℝ) (D : ℝ) : ℝ := -D * deriv E D / E D
```

This definition takes any energy curve and uses its actual derivative, so the closed form for $n(D)$ has to be proved. Where the energy vanishes, Lean's division returns $0$, a value without physical meaning.

```lean
/-- The distance `(C / e) ^ (1 / p)`, for `C / e > 0` and `p ≠ 0`. -/
def crossingDistance (C p e : ℝ) : ℝ := (C / e) ^ (1 / p)
```

For `C / e > 0` and `p > 0` this is the distance $R$ at which the energy crosses zero.

```lean
/-- At positive separation the slope of the energy is `p C / D ^ (p + 1)`, written as
`p C / (D ^ p D)`; the offset drops out. -/
theorem hasDerivAt_offsetEnergy (C p e : ℝ) {D : ℝ} (hD : 0 < D) :
    HasDerivAt (offsetEnergy C p e) (p * C / (D ^ p * D)) D := by
  have ha : D ^ p ≠ 0 := (Real.rpow_pos_of_pos hD p).ne'
  have hb : D ^ (p - 1) * D = D ^ p := by
    rw [Real.rpow_sub_one hD.ne', div_mul_cancel₀ _ hD.ne']
  have h := Real.hasDerivAt_rpow_const (x := D) (p := p) (Or.inl hD.ne')
  have h2 : HasDerivAt (offsetEnergy C p e) _ D :=
    ((hasDerivAt_const D (-C)).fun_div h ha).add_const e
  refine h2.congr_deriv ?_
  rw [div_eq_div_iff (pow_ne_zero 2 ha) (mul_ne_zero ha hD.ne')]
  linear_combination C * p * D ^ p * hb
```

The quotient rule supplies a derivative, and `congr_deriv` replaces it by the simpler expression. After cross-multiplication, the two agree because $D^{p-1}D=D^p$, which is `hb`.

```lean
/-- At positive separation, away from the zero of the energy, the apparent exponent `n` obeys
`n (C - e D ^ p) = p C`. -/
theorem apparentExponent_mul (C p e : ℝ) {D : ℝ} (hD : 0 < D) (hk : C - e * D ^ p ≠ 0) :
    apparentExponent (offsetEnergy C p e) D * (C - e * D ^ p) = p * C := by
  have ha : D ^ p ≠ 0 := (Real.rpow_pos_of_pos hD p).ne'
  have hE : offsetEnergy C p e D = -(C - e * D ^ p) / D ^ p := by
    rw [eq_div_iff ha, offsetEnergy, add_mul, div_mul_cancel₀ _ ha]
    ring
  rw [apparentExponent, (hasDerivAt_offsetEnergy C p e hD).deriv, hE]
  generalize C - e * D ^ p = k at hk ⊢
  field_simp
```

This is the closed form without its division. The step `hE` puts the energy over the common denominator $D^p$; once the derivative is inserted, `field_simp` cancels the powers. The hypothesis `hk` says that the energy is not zero at `D`.

```lean
/-- Without an offset, and with `C ≠ 0`, the apparent exponent equals `p` at every positive
separation. -/
theorem apparentExponent_no_offset {C : ℝ} (p : ℝ) {D : ℝ} (hC : C ≠ 0) (hD : 0 < D) :
    apparentExponent (offsetEnergy C p 0) D = p := by
  have h := apparentExponent_mul C p 0 hD (by simpa using hC)
  refine mul_right_cancel₀ hC ?_
  linear_combination h
```

Setting $e=0$ leaves $n(D)\,C=pC$, and the nonzero $C$ is cancelled.

## Far away and at the zero of the energy

```lean
/-- For `p > 0` and any nonzero offset, of either sign, the apparent exponent tends to zero
at large separation. -/
theorem apparentExponent_tendsto_zero (C : ℝ) {p e : ℝ} (hp : 0 < p) (he : e ≠ 0) :
    Tendsto (apparentExponent (offsetEnergy C p e)) atTop (𝓝 0) := by
  have hinv : Tendsto (fun D : ℝ => (D ^ p)⁻¹) atTop (𝓝 0) :=
    tendsto_inv_atTop_zero.comp (tendsto_rpow_atTop hp)
  -- after division by `D ^ p` the denominator tends to `-e`
  have hden : Tendsto (fun D : ℝ => C * (D ^ p)⁻¹ - e) atTop (𝓝 (-e)) := by
    have h := (hinv.const_mul C).sub_const e
    rw [mul_zero, zero_sub] at h
    exact h
  have hlim : Tendsto (fun D : ℝ => p * C * (D ^ p)⁻¹ / (C * (D ^ p)⁻¹ - e)) atTop (𝓝 0) := by
    have h := (hinv.const_mul (p * C)).div hden (neg_ne_zero.mpr he)
    rw [mul_zero, zero_div] at h
    exact h
  refine hlim.congr' ?_
  filter_upwards [eventually_gt_atTop 0, hden.eventually_ne (neg_ne_zero.mpr he)] with D hD hne
  have ha : D ^ p ≠ 0 := (Real.rpow_pos_of_pos hD p).ne'
  have hk : C - e * D ^ p = (C * (D ^ p)⁻¹ - e) * D ^ p := by
    rw [sub_mul, mul_assoc, inv_mul_cancel₀ ha, mul_one]
  have hf := apparentExponent_mul C p e hD (by rw [hk]; exact mul_ne_zero hne ha)
  rw [hk] at hf
  rw [div_eq_iff hne, ← hf, ← mul_assoc, mul_inv_cancel_right₀ ha]
```

The limit `atTop` is $D\to\infty$, and `𝓝 0` says that the values approach zero. The sign of `C` plays no part. The steps `hinv`, `hden` and `hlim` are the limits of $D^{-p}$, of the denominator and of the quotient. The last lines show that the quotient equals the apparent exponent at all sufficiently large $D$, where the denominator is nonzero because it is close to $-e$.

```lean
/-- If `C / e > 0` and `p > 0`, the crossing distance is positive and there the offset balances
the attraction, `e D ^ p = C`. -/
theorem crossingDistance_spec {C p e : ℝ} (h : 0 < C / e) (hp : 0 < p) :
    0 < crossingDistance C p e ∧ e * crossingDistance C p e ^ p = C := by
  have he : e ≠ 0 := by
    rintro rfl
    simp at h
  refine ⟨Real.rpow_pos_of_pos h _, ?_⟩
  rw [crossingDistance, ← Real.rpow_mul h.le, one_div_mul_cancel hp.ne', Real.rpow_one]
  field_simp
```

The second part, $eR^p=C$, follows from $(x^{1/p})^p=x$ for positive $x$.

```lean
/-- For `C, p, e > 0` the apparent exponent diverges to plus infinity as the separation increases
to `(C / e) ^ (1 / p)`, and to minus infinity as it decreases to that distance. -/
theorem apparentExponent_diverges {C p e : ℝ} (hC : 0 < C) (hp : 0 < p) (he : 0 < e) :
    Tendsto (apparentExponent (offsetEnergy C p e)) (𝓝[<] (crossingDistance C p e)) atTop ∧
    Tendsto (apparentExponent (offsetEnergy C p e)) (𝓝[>] (crossingDistance C p e)) atBot := by
  obtain ⟨h0, hs⟩ := crossingDistance_spec (div_pos hC he) hp
  generalize crossingDistance C p e = R at h0 hs ⊢
  have hc : Tendsto (fun D : ℝ => C - e * D ^ p) (𝓝 R) (𝓝 0) := by
    have h : ContinuousAt (fun D : ℝ => C - e * D ^ p) R :=
      continuousAt_const.sub
        (continuousAt_const.mul (Real.continuousAt_rpow_const R p (Or.inl h0.ne')))
    have h' : Tendsto (fun D : ℝ => C - e * D ^ p) (𝓝 R) (𝓝 (C - e * R ^ p)) := h
    rwa [hs, sub_self] at h'
  -- the sign of `C - e D ^ p` on either side of the crossing
  have hl : ∀ᶠ D in 𝓝[<] R, 0 < D ∧ 0 < C - e * D ^ p := by
    filter_upwards [self_mem_nhdsWithin, mem_nhdsWithin_of_mem_nhds (Ioi_mem_nhds h0)]
      with D h1 h2
    have h3 := mul_lt_mul_of_pos_left (Real.rpow_lt_rpow (le_of_lt h2) h1 hp) he
    exact ⟨h2, by linarith⟩
  have hr : ∀ᶠ D in 𝓝[>] R, 0 < D ∧ C - e * D ^ p < 0 := by
    filter_upwards [self_mem_nhdsWithin] with D h1
    have h3 := mul_lt_mul_of_pos_left (Real.rpow_lt_rpow h0.le h1 hp) he
    exact ⟨lt_trans h0 h1, by linarith⟩
  constructor
  · have ht : Tendsto (fun D : ℝ => C - e * D ^ p) (𝓝[<] R) (𝓝[>] 0) :=
      tendsto_nhdsWithin_iff.mpr ⟨hc.mono_left nhdsWithin_le_nhds, hl.mono fun _ h => h.2⟩
    refine ((tendsto_inv_nhdsGT_zero.comp ht).const_mul_atTop (mul_pos hp hC)).congr' ?_
    filter_upwards [hl] with D h
    exact (eq_div_of_mul_eq h.2.ne' (apparentExponent_mul C p e h.1 h.2.ne')).symm
  · have ht : Tendsto (fun D : ℝ => C - e * D ^ p) (𝓝[>] R) (𝓝[<] 0) :=
      tendsto_nhdsWithin_iff.mpr ⟨hc.mono_left nhdsWithin_le_nhds, hr.mono fun _ h => h.2⟩
    refine ((tendsto_inv_nhdsLT_zero.comp ht).const_mul_atBot (mul_pos hp hC)).congr' ?_
    filter_upwards [hr] with D h
    exact (eq_div_of_mul_eq h.2.ne (apparentExponent_mul C p e h.1 h.2.ne)).symm
```

The filters `𝓝[<]` and `𝓝[>]` express approach from below and from above, without the crossing point itself. Continuity gives `hc`, the limit $C-eD^p\to0$; strict monotonicity of the power gives the signs in `hl` and `hr`. The inverse then diverges with the matching sign, and the positive factor $pC$ preserves the divergence.

## False exponents and a bound on the error

```lean
/-- Let `C, p > 0`. Every false exponent `n > p` (if `e > 0`) or `0 < n < p` (if `e < 0`) is the
apparent exponent at some positive separation, however small the offset. -/
theorem exists_false_exponent {C p e n : ℝ} (hC : 0 < C) (hp : 0 < p) (hn : 0 < n)
    (h : 0 < e * (n - p)) :
    ∃ D, 0 < D ∧ apparentExponent (offsetEnergy C p e) D = n := by
  have he : e ≠ 0 := by
    rintro rfl
    simp at h
  have hq : 0 < C * (n - p) / (n * e) := by
    have h1 : C * (n - p) / (n * e) = C * (e * (n - p)) / (n * e ^ 2) := by field_simp
    rw [h1]
    exact div_pos (mul_pos hC h) (by positivity)
  obtain ⟨hD, hs⟩ := crossingDistance_spec hq hp
  refine ⟨_, hD, ?_⟩
  generalize crossingDistance (C * (n - p)) p (n * e) = D at hD hs ⊢
  have hk : C - e * D ^ p ≠ 0 := by
    intro h0
    have h1 : p * C = 0 := by linear_combination n * h0 + hs
    exact (mul_pos hp hC).ne' h1
  refine mul_right_cancel₀ hk ?_
  linear_combination apparentExponent_mul C p e hD hk + hs
```

The single hypothesis `0 < e * (n - p)` covers both signs of the offset. The required distance solves $(ne)D^p=C(n-p)$, so it is a `crossingDistance` with changed arguments. There $C-eD^p=pC/n$ is nonzero, and the exact relation yields the exponent $n$.

Without that sign condition the claim fails. Take $C=e=1$, $p=6$ and $n=3$: the relation $3(1-D^6)=6$ would require $D^6=-1$. With this positive offset, the local exponent of the sixth-power law equals 3 at no separation.

```lean
/-- Let `C, p, D > 0`. If the absolute value of the offset is at most a fraction `η < 1` of the
attraction `C / D ^ p`, the apparent exponent at `D` differs from `p` by at most `p η / (1 - η)`. -/
theorem exponent_error_le {C p e D η : ℝ} (hC : 0 < C) (hp : 0 < p) (hD : 0 < D) (hη : η < 1)
    (h : |e| * D ^ p ≤ η * C) :
    |apparentExponent (offsetEnergy C p e) D - p| ≤ p * η / (1 - η) := by
  have hab : |e * D ^ p| ≤ η * C := by
    rwa [abs_mul, abs_of_pos (Real.rpow_pos_of_pos hD p)]
  have hk : C * (1 - η) ≤ C - e * D ^ p := by linarith [le_abs_self (e * D ^ p)]
  have hpos : 0 < C - e * D ^ p := lt_of_lt_of_le (mul_pos hC (sub_pos.mpr hη)) hk
  have hf := apparentExponent_mul C p e hD hpos.ne'
  generalize apparentExponent (offsetEnergy C p e) D = x at hf ⊢
  -- the exact error relation `(n - p) (C - e D ^ p) = p e D ^ p`
  have h1 : (x - p) * (C - e * D ^ p) = p * (e * D ^ p) := by linear_combination hf
  have h2 : |x - p| * (C - e * D ^ p) = p * |e * D ^ p| := by
    have h3 := congrArg abs h1
    rwa [abs_mul, abs_mul p, abs_of_pos hpos, abs_of_pos hp] at h3
  rw [le_div_iff₀ (sub_pos.mpr hη)]
  refine le_of_mul_le_mul_right ?_ hC
  calc |x - p| * (1 - η) * C = |x - p| * (C * (1 - η)) := by ring
    _ ≤ |x - p| * (C - e * D ^ p) := mul_le_mul_of_nonneg_left hk (abs_nonneg _)
    _ = p * |e * D ^ p| := h2
    _ ≤ p * (η * C) := mul_le_mul_of_nonneg_left hab hp.le
    _ = p * η * C := by ring

end

end OffsetPowerLaw
```

Here `hk` bounds the denominator from below, `h1` is the formula for $n(D)-p$ multiplied out, and `h2` takes absolute values. The step `le_of_mul_le_mul_right` reduces the goal to the same inequality multiplied by $C>0$, and the closing `calc` chain proves that by joining the two estimates.

```lean
#print axioms OffsetPowerLaw.apparentExponent_tendsto_zero
-- 'OffsetPowerLaw.apparentExponent_tendsto_zero' depends on axioms: [propext, Classical.choice, Quot.sound]
#print axioms OffsetPowerLaw.apparentExponent_diverges
-- 'OffsetPowerLaw.apparentExponent_diverges' depends on axioms: [propext, Classical.choice, Quot.sound]
#print axioms OffsetPowerLaw.exists_false_exponent
-- 'OffsetPowerLaw.exists_false_exponent' depends on axioms: [propext, Classical.choice, Quot.sound]
#print axioms OffsetPowerLaw.exponent_error_le
-- 'OffsetPowerLaw.exponent_error_le' depends on axioms: [propext, Classical.choice, Quot.sound]
```
